# The gauge potential of a planar triatomic with one fixed Jacobi length is not a gradient

Let the two mass-weighted Jacobi vectors of a planar triatomic have lengths 1 and s and polar angles θ and θ + φ. Its total angular momentum about the centre of mass vanishes exactly when

θ' = −A(s) φ', with A(s) = s²/(1 + s²).

The line integral of A dφ around the rectangle [b, c] × [0, p], traversed from (b, 0) first to (c, 0), is p(A(c) − A(b)), which is positive for 0 ≤ b < c and p > 0. No function χ(s, φ) has gradient (0, A), either on the whole plane or near a single point with s ≥ 0. Let θ be the orientation of the molecule-fixed frame. The total angular momentum is (1 + s²)(θ' + A φ'), in which the term A φ' couples rotation to changes of shape (Coriolis coupling). Turning the frame by a differentiable angle χ(s, φ) replaces θ by θ + χ and the form A dφ by A dφ − dχ. In this classical model, therefore, no such turn removes the Coriolis coupling throughout a non-empty open set of shapes.

```lean
import Mathlib

open Set Topology

namespace PlanarTriatomicGauge

noncomputable section
```

## Angular momentum and the shape plane

A vector with Cartesian components x = r cos α and y = r sin α has angular momentum x y' − y x'. Mass-weighting absorbs the masses, and `deriv` is the time derivative.

```lean
/-- Angular momentum `x y' - y x'` of a mass-weighted planar vector with length `r` and
polar angle `α`, both functions of time. -/
def angMom (r α : ℝ → ℝ) (t : ℝ) : ℝ :=
  r t * Real.cos (α t) * deriv (fun u => r u * Real.sin (α u)) t
    - r t * Real.sin (α t) * deriv (fun u => r u * Real.cos (α u)) t
```

In the centre-of-mass frame the total is the sum over the two Jacobi vectors. The constant function 1 expresses the fixed length, in scaled units.

```lean
/-- Total angular momentum of a planar triatomic whose Jacobi vectors have lengths `1` and `s`
and polar angles `θ` and `θ + φ`. -/
def totalL (s θ φ : ℝ → ℝ) (t : ℝ) : ℝ :=
  angMom (fun _ => 1) θ t + angMom s (fun u => θ u + φ u) t
```

The coefficient A depends on s alone.

```lean
/-- The gauge potential `A(s) = s² / (1 + s²)`, the component along `dφ`. -/
def gaugeA (s : ℝ) : ℝ := s ^ 2 / (1 + s ^ 2)
```

A form P ds + Q dφ is integrated along four oriented edges, from (b, q) through (c, q), (c, q') and (b, q') back to the start. Here q' is a second value of φ, not a derivative.

```lean
/-- Line integral of `P ds + Q dφ` around the rectangle with corners `(b, q)`, `(c, q)`,
`(c, q')`, `(b, q')`, traversed in this order. -/
def circulation (P Q : ℝ → ℝ → ℝ) (b c q q' : ℝ) : ℝ :=
  (∫ u in b..c, P u q) + (∫ v in q..q', Q c v) + (∫ u in c..b, P u q') + (∫ v in q'..q, Q b v)
```

At a point, the same form is a linear map on displacements (ds, dφ). Saying that χ has gradient (P, Q) means that this map is its Fréchet derivative.

```lean
/-- The linear form `P ds + Q dφ` on shape displacements `(ds, dφ)`. -/
def covector (P Q : ℝ) : ℝ × ℝ →L[ℝ] ℝ :=
  P • ContinuousLinearMap.fst ℝ ℝ ℝ + Q • ContinuousLinearMap.snd ℝ ℝ ℝ
```

The shape plane is ℝ × ℝ: φ is an unwrapped angle, χ need not be periodic, and s may formally be negative. At s = 0 all values of φ describe the same physical shape.

## Zero angular momentum fixes the turning rate

The product rule gives

x' = r' cos α − r α' sin α
y' = r' sin α + r α' cos α.

In x y' − y x' the r' terms cancel, leaving r²α'(cos²α + sin²α) = r²α'. The final `linear_combination` supplies the trigonometric identity.

```lean
/-- For differentiable length and polar angle, the angular momentum of a planar vector is
`r² α'`. -/
theorem angMom_eq {r α : ℝ → ℝ} {t : ℝ} (hr : DifferentiableAt ℝ r t)
    (hα : DifferentiableAt ℝ α t) : angMom r α t = r t ^ 2 * deriv α t := by
  have hx := (hr.hasDerivAt.fun_mul hα.hasDerivAt.cos).deriv
  have hy := (hr.hasDerivAt.fun_mul hα.hasDerivAt.sin).deriv
  unfold angMom
  rw [hx, hy]
  linear_combination r t ^ 2 * deriv α t * Real.sin_sq_add_cos_sq (α t)
```

Adding the two vectors gives

L = θ' + s²(θ' + φ') = (1 + s²)θ' + s²φ'.

Since 1 + s² > 0, L = 0 is equivalent to θ' = −A(s)φ'. The proof establishes this form of L as `e`, then treats the two directions separately.

```lean
/-- For differentiable `s`, `θ` and `φ`, the total angular momentum vanishes exactly when the first
polar angle changes at the rate `θ' = -A(s) φ'`. -/
theorem totalL_eq_zero_iff {s θ φ : ℝ → ℝ} {t : ℝ} (hs : DifferentiableAt ℝ s t)
    (hθ : DifferentiableAt ℝ θ t) (hφ : DifferentiableAt ℝ φ t) :
    totalL s θ φ t = 0 ↔ deriv θ t = -gaugeA (s t) * deriv φ t := by
  have e : totalL s θ φ t = deriv θ t + s t ^ 2 * (deriv θ t + deriv φ t) := by
    unfold totalL
    rw [angMom_eq (differentiableAt_const _) hθ, angMom_eq hs (hθ.fun_add hφ),
      deriv_fun_add hθ hφ]
    simp only [one_pow, one_mul]
  have hpos : 0 < 1 + s t ^ 2 := by positivity
  have hA : gaugeA (s t) * (1 + s t ^ 2) = s t ^ 2 := div_mul_cancel₀ _ hpos.ne'
  rw [e]
  constructor
  · intro h
    apply mul_right_cancel₀ hpos.ne'
    linear_combination h + deriv φ t * hA
  · intro h
    linear_combination (1 + s t ^ 2) * h - deriv φ t * hA
```

## The circulation is positive

The edges along s contribute nothing. On the other two, A is constant, so the integral is

A(c)(q' − q) + A(b)(q − q') = (q' − q)(A(c) − A(b)).

```lean
/-- The line integral of `A dφ` around the rectangle `[b, c] × [q, q']` is
`(q' - q) (A(c) - A(b))`. -/
theorem circulation_gaugeA (b c q q' : ℝ) :
    circulation (fun _ _ => 0) (fun s _ => gaugeA s) b c q q'
      = (q' - q) * (gaugeA c - gaugeA b) := by
  simp only [circulation, intervalIntegral.integral_const, smul_eq_mul]
  ring
```

For 0 ≤ b < c,

A(c) − A(b) = (c² − b²)/((1 + b²)(1 + c²)) > 0.

Lean compares the two fractions by cross-multiplication.

```lean
/-- For `0 ≤ b < c` and `q < q'` the line integral of `A dφ` around the rectangle
`[b, c] × [q, q']` is strictly positive. -/
theorem circulation_gaugeA_pos {b c q q' : ℝ} (hb : 0 ≤ b) (hbc : b < c) (hq : q < q') :
    0 < circulation (fun _ _ => 0) (fun s _ => gaugeA s) b c q q' := by
  have hA : gaugeA b < gaugeA c := by
    have h2 : b ^ 2 < c ^ 2 := by nlinarith
    unfold gaugeA
    rw [div_lt_div_iff₀ (by positivity) (by positivity)]
    nlinarith
  rw [circulation_gaugeA]
  exact mul_pos (sub_pos.2 hq) (sub_pos.2 hA)
```

## A gradient has zero circulation

If P ds + Q dφ = dχ on the closed rectangle, the fundamental theorem of calculus turns the edge integrals into

[χ(c, q) − χ(b, q)] + [χ(c, q') − χ(c, q)] + [χ(b, q') − χ(c, q')] + [χ(b, q) − χ(b, q')] = 0.

`hu` and `hv` are the edge formulas, obtained by composing χ with straight lines. The continuity hypotheses make the edge integrands integrable.

```lean
/-- If `P ds + Q dφ` is the differential of `χ` on a closed rectangle, with `P` continuous in `s`
and `Q` continuous in `φ`, its line integral around the rectangle is zero. -/
theorem circulation_gradient {P Q : ℝ → ℝ → ℝ} {χ : ℝ × ℝ → ℝ} {b c q q' : ℝ}
    (hP : ∀ v, Continuous fun u => P u v) (hQ : ∀ u, Continuous (Q u))
    (h : ∀ u ∈ uIcc b c, ∀ v ∈ uIcc q q', HasFDerivAt χ (covector (P u v) (Q u v)) (u, v)) :
    circulation P Q b c q q' = 0 := by
  -- edges along `s`
  have hu : ∀ v ∈ uIcc q q', ∫ u in b..c, P u v = χ (c, v) - χ (b, v) := by
    intro v hv
    refine intervalIntegral.integral_eq_sub_of_hasDerivAt (f := fun u => χ (u, v)) ?_
      ((hP v).intervalIntegrable _ _)
    intro u hu
    have hf : HasDerivAt (fun x : ℝ => (x, v)) ((1 : ℝ), (0 : ℝ)) u :=
      (hasDerivAt_id u).prodMk (hasDerivAt_const u v)
    have hd := HasFDerivAt.comp_hasDerivAt (f := fun x : ℝ => (x, v)) u (h u hu v hv) hf
    exact hd.congr_deriv (by simp [covector])
  -- edges along `φ`
  have hv : ∀ u ∈ uIcc b c, ∫ v in q..q', Q u v = χ (u, q') - χ (u, q) := by
    intro u hu
    refine intervalIntegral.integral_eq_sub_of_hasDerivAt (f := fun v => χ (u, v)) ?_
      ((hQ u).intervalIntegrable _ _)
    intro v hv
    have hf : HasDerivAt (fun x : ℝ => (u, x)) ((0 : ℝ), (1 : ℝ)) v :=
      (hasDerivAt_const v u).prodMk (hasDerivAt_id v)
    have hd := HasFDerivAt.comp_hasDerivAt (f := fun x : ℝ => (u, x)) v (h u hu v hv) hf
    exact hd.congr_deriv (by simp [covector])
  unfold circulation
  rw [intervalIntegral.integral_symm b c, intervalIntegral.integral_symm q q',
    hu q left_mem_uIcc, hu q' right_mem_uIcc, hv c right_mem_uIcc, hv b left_mem_uIcc]
  ring
```

Suppose χ has gradient (0, A) within distance ε of (s₀, φ₀), where s₀ ≥ 0. The square of side ε/2 with lower corner (s₀, φ₀) lies in that neighbourhood, so its circulation would be both zero and positive.

```lean
/-- Near any shape `(s₀, φ₀)` with `s₀ ≥ 0`, no function `χ` has gradient `(0, A)`. -/
theorem no_local_gauge {s₀ : ℝ} (hs : 0 ≤ s₀) (φ₀ : ℝ) :
    ¬ ∃ χ : ℝ × ℝ → ℝ, ∀ᶠ x in 𝓝 (s₀, φ₀), HasFDerivAt χ (covector 0 (gaugeA x.1)) x := by
  rintro ⟨χ, h⟩
  obtain ⟨ε, hε, h⟩ := Metric.eventually_nhds_iff.1 h
  -- a small rectangle inside the neighbourhood has both zero and positive circulation
  have z : circulation (fun _ _ => 0) (fun s _ => gaugeA s) s₀ (s₀ + ε / 2) φ₀ (φ₀ + ε / 2)
      = 0 := by
    refine circulation_gradient (χ := χ) (fun _ => continuous_const)
      (fun _ => continuous_const) ?_
    intro u hu v hv
    rw [uIcc_of_le (by linarith)] at hu hv
    have hd : dist (u, v) (s₀, φ₀) < ε := by
      simp only [Prod.dist_eq, max_lt_iff, Real.dist_eq, abs_lt]
      constructor <;> constructor <;> linarith [hu.1, hu.2, hv.1, hv.2]
    exact h hd
  exact (circulation_gaugeA_pos hs (by linarith) (by linarith)).ne' z
```

A global χ would in particular work near (0, 0).

```lean
/-- No differentiable function `χ` on the whole plane has gradient `(0, A)`. -/
theorem no_global_gauge :
    ¬ ∃ χ : ℝ × ℝ → ℝ, ∀ x, HasFDerivAt χ (covector 0 (gaugeA x.1)) x := by
  rintro ⟨χ, h⟩
  exact no_local_gauge le_rfl 0 ⟨χ, Filter.Eventually.of_forall h⟩
```

## The molecule turns by minus the circulation

Now let a and b be times, and k a fixed length. At zero angular momentum,

(θ + A(k)φ)' = (A(k) − A(s))φ',

which vanishes wherever s = k or φ' = 0. By the mean value theorem, θ + A(k)φ has the same value at both ends of the leg.

```lean
/-- In a differentiable motion with zero angular momentum, if at each instant between `a` and `b`
either `s = k` or `φ' = 0`, then `θ` changes by `-A(k)` times the change of `φ`. -/
theorem rotation_on_leg {s θ φ : ℝ → ℝ} (hs : Differentiable ℝ s) (hθ : Differentiable ℝ θ)
    (hφ : Differentiable ℝ φ) (hL : ∀ t, totalL s θ φ t = 0) {a b k : ℝ} (hab : a < b)
    (h : ∀ t ∈ Ioo a b, s t = k ∨ deriv φ t = 0) :
    θ b - θ a = -gaugeA k * (φ b - φ a) := by
  obtain ⟨t, ht, e⟩ := exists_hasDerivAt_eq_slope (fun u => θ u + gaugeA k * φ u)
    (fun u => deriv θ u + gaugeA k * deriv φ u) hab
    (hθ.continuous.add (continuous_const.mul hφ.continuous)).continuousOn
    (fun u _ => (hθ u).hasDerivAt.fun_add ((hφ u).hasDerivAt.const_mul (gaugeA k)))
  have z : deriv θ t + gaugeA k * deriv φ t = 0 := by
    have h0 := (totalL_eq_zero_iff (hs t) (hθ t) (hφ t)).1 (hL t)
    rcases h t ht with h1 | h1 <;> rw [h0, h1] <;> ring
  have e' : (θ b + gaugeA k * φ b - (θ a + gaugeA k * φ a)) / (b - a) = 0 := e.symm.trans z
  rcases div_eq_zero_iff.1 e' with h1 | h1
  · linear_combination h1
  · exact absurd h1 (sub_pos.2 hab).ne'
```

With b and c again denoting lengths, let the motion hold φ = 0, then s = c, then φ = p, then s = b until φ returns to 0. The changes of θ on the four legs are

0, −A(c)p, 0, A(b)p,

and their sum is −p(A(c) − A(b)). In the proof, `flat` gives φ' = 0 on the first and third legs, and `l1` to `l4` are the four changes. The motion is assumed differentiable throughout, corners included. The initial length s(t₀) is left free; when it equals b, the shape returns to its starting point.

```lean
/-- A differentiable motion with zero angular momentum holds `φ = 0`, then `s = c`, then `φ = p`,
then `s = b` until `φ` is back at `0`. Then `θ` has changed by minus the line integral of `A dφ`
around `[b, c] × [0, p]`. -/
theorem net_rotation {s θ φ : ℝ → ℝ} (hs : Differentiable ℝ s) (hθ : Differentiable ℝ θ)
    (hφ : Differentiable ℝ φ) (hL : ∀ t, totalL s θ φ t = 0) {b c p t₀ t₁ t₂ t₃ t₄ : ℝ}
    (h01 : t₀ < t₁) (h12 : t₁ < t₂) (h23 : t₂ < t₃) (h34 : t₃ < t₄)
    (leg1 : ∀ t ∈ Icc t₀ t₁, φ t = 0) (leg2 : ∀ t ∈ Icc t₁ t₂, s t = c)
    (leg3 : ∀ t ∈ Icc t₂ t₃, φ t = p) (leg4 : ∀ t ∈ Icc t₃ t₄, s t = b) (hend : φ t₄ = 0) :
    θ t₄ - θ t₀ = -circulation (fun _ _ => 0) (fun s _ => gaugeA s) b c 0 p := by
  -- where `φ` is held fixed, its velocity vanishes
  have flat : ∀ x y k : ℝ, (∀ u ∈ Icc x y, φ u = k) → ∀ t ∈ Ioo x y, deriv φ t = 0 := by
    intro x y k h t ht
    have hk : φ =ᶠ[𝓝 t] fun _ => k :=
      Filter.eventuallyEq_of_mem (Icc_mem_nhds ht.1 ht.2) (fun u hu => h u hu)
    rw [hk.deriv_eq]
    simp
  have l1 := rotation_on_leg (k := b) hs hθ hφ hL h01 (fun t ht => Or.inr (flat _ _ _ leg1 t ht))
  have l2 := rotation_on_leg hs hθ hφ hL h12 (fun t ht => Or.inl (leg2 t (Ioo_subset_Icc_self ht)))
  have l3 := rotation_on_leg (k := b) hs hθ hφ hL h23 (fun t ht => Or.inr (flat _ _ _ leg3 t ht))
  have l4 := rotation_on_leg hs hθ hφ hL h34 (fun t ht => Or.inl (leg4 t (Ioo_subset_Icc_self ht)))
  rw [leg1 t₁ (right_mem_Icc.2 h01.le), leg1 t₀ (left_mem_Icc.2 h01.le)] at l1
  rw [leg3 t₂ (left_mem_Icc.2 h23.le), leg1 t₁ (right_mem_Icc.2 h01.le)] at l2
  rw [leg3 t₃ (right_mem_Icc.2 h23.le), leg3 t₂ (left_mem_Icc.2 h23.le)] at l3
  rw [hend, leg3 t₃ (right_mem_Icc.2 h23.le)] at l4
  rw [circulation_gaugeA]
  linear_combination l1 + l2 + l3 + l4

end

end PlanarTriatomicGauge
```

```lean
#print axioms PlanarTriatomicGauge.no_global_gauge
-- 'PlanarTriatomicGauge.no_global_gauge' depends on axioms: [propext, Classical.choice, Quot.sound]
#print axioms PlanarTriatomicGauge.net_rotation
-- 'PlanarTriatomicGauge.net_rotation' depends on axioms: [propext, Classical.choice, Quot.sound]
```
